# A nilpotent cluster operator that does not commute with a Hermitian Hamiltonian can still give a Hermitian transformed Hamiltonian

The theorem `toy_hbar` concerns one explicit two-level model, with the Hamiltonian H = [[2, 1], [1, 1]] and the cluster operator T = [[0, 1], [0, 0]] given simply as 2 × 2 complex matrices. It states that T² = 0, that H is Hermitian, that HT ≠ TH, and that exp(−T) H exp(T) is the matrix [[1, 1], [1, 2]], which is real symmetric and so Hermitian. Since T² = 0, the attempt replaces the two exponentials by 1 + T and 1 − T. It then checks the resulting matrix product entry by entry.

In Lean, a first try:

```lean
import Mathlib

open Matrix
open scoped ComplexOrder

namespace CoupledClusterNormality

noncomputable section

variable {n : Type*} [Fintype n] [DecidableEq n]

/-- The similarity-transformed Hamiltonian `exp(-T) H exp(T)`. -/
def Hbar (H T : Matrix n n ℂ) : Matrix n n ℂ :=
  NormedSpace.exp (-T) * H * NormedSpace.exp T

/-- For nilpotent `T` the exponential is `1 + T + T² R` with some `R` that commutes
with `T`. -/
theorem exp_nilpotent {T : Matrix n n ℂ} (hT : IsNilpotent T) :
    ∃ R, Commute T R ∧ NormedSpace.exp T = 1 + T + T * T * R := by
  obtain ⟨k, hk⟩ := hT
  have h : NormedSpace.exp T
      = ∑ i ∈ Finset.range (k + 1 + 1), ((i.factorial : ℂ)⁻¹) • T ^ i := by
    rw [congrFun (NormedSpace.exp_eq_tsum (𝕂 := ℂ)) T]
    apply tsum_eq_sum
    intro i hi
    have hki : k ≤ i := by
      rw [Finset.mem_range] at hi
      omega
    rw [pow_eq_zero_of_le hki hk, smul_zero]
  refine ⟨∑ i ∈ Finset.range k, (((i + 1 + 1).factorial : ℂ)⁻¹) • T ^ i,
    Commute.sum_right _ _ _ (fun i _ => ((Commute.refl T).pow_right i).smul_right _), ?_⟩
  have hs : ∑ i ∈ Finset.range k, (((i + 1 + 1).factorial : ℂ)⁻¹) • T ^ (i + 1 + 1)
      = T * T * ∑ i ∈ Finset.range k, (((i + 1 + 1).factorial : ℂ)⁻¹) • T ^ i := by
    rw [Finset.mul_sum]
    refine Finset.sum_congr rfl (fun i _ => ?_)
    rw [mul_smul_comm, pow_succ', pow_succ', mul_assoc]
  rw [h, Finset.sum_range_succ', Finset.sum_range_succ', hs]
  simp only [zero_add, pow_zero, pow_one, Nat.factorial_zero, Nat.factorial_one,
    Nat.cast_one, inv_one, one_smul]
  abel

/-- A two-level Hamiltonian with coupled levels. -/
def toyH : Matrix (Fin 2) (Fin 2) ℂ := !![2, 1; 1, 1]

/-- A two-level cluster operator with a single non-zero amplitude. -/
def toyT : Matrix (Fin 2) (Fin 2) ℂ := !![0, 1; 0, 0]

/-- In the two-level model `T` squares to zero and does not commute with the Hermitian `H`,
and the transformed Hamiltonian is the real symmetric matrix with rows (1, 1) and (1, 2). -/
theorem toy_hbar : toyT * toyT = 0 ∧ toyH.IsHermitian ∧ toyH * toyT ≠ toyT * toyH ∧
    Hbar toyH toyT = !![1, 1; 1, 2] := by
  have hsq : toyT * toyT = 0 := by
    ext i j
    fin_cases i <;> fin_cases j <;> simp [toyT, Matrix.mul_apply, Fin.sum_univ_succ]
  have hexp : ∀ A : Matrix (Fin 2) (Fin 2) ℂ, A * A = 0 → NormedSpace.exp A = 1 + A := by
    intro A hA
    obtain ⟨R, -, h⟩ := exp_nilpotent (T := A) ⟨2, by rw [pow_two, hA]⟩
    rw [h, hA, zero_mul, add_zero]
  refine ⟨hsq, ?_, ?_, ?_⟩
  · exact Matrix.IsHermitian.ext (fun i j => by
      fin_cases i <;> fin_cases j <;> simp [toyH])
  · intro h
    have h0 := congrFun (congrFun h 0) 0
    simp [toyH, toyT, Matrix.mul_apply, Fin.sum_univ_succ] at h0
  · unfold Hbar
    rw [hexp toyT hsq, hexp (-toyT) (by rw [neg_mul_neg, hsq])]
    ext i j
    fin_cases i <;> fin_cases j <;>
      simp [toyH, toyT, Matrix.mul_apply, Fin.sum_univ_succ] <;> norm_num

end

end CoupledClusterNormality
```

Compiling this gives:

```
Main.lean:65:2: error: unsolved goals
case refine_3.«1».«0»
hsq : toyT * toyT = 0
hexp : ∀ (A : Matrix (Fin 2) (Fin 2) ℂ), A * A = 0 → NormedSpace.exp A = 1 + A
⊢ 1 1 (Fin.succ 0) = 1

case refine_3.«1».«1»
hsq : toyT * toyT = 0
hexp : ∀ (A : Matrix (Fin 2) (Fin 2) ℂ), A * A = 0 → NormedSpace.exp A = 1 + A
⊢ 1 1 (Fin.succ 0) + 1 1 (Fin.succ 0) * 1 (Fin.succ 0) 1 = 2
```

Both messages come from the last part, the entry-by-entry check, and both are in the second row. In `1 1 (Fin.succ 0)` the first `1` is the identity matrix and the rest are its indices. `Fin.succ 0` is the index 1, so this is a diagonal entry, equal to 1, and both remaining goals are true. But `Fin.sum_univ_succ` had written the second index of the sum as `Fin.succ 0`, and neither `simp` nor `norm_num` recognised it here as the same index as `1`, so the entry was never evaluated.

The repair works on both halves of that expression. `Fin.sum_univ_two` expands a sum over two indices directly into the terms at `0` and `1`, so `Fin.succ 0` no longer arises from the expansion. `Matrix.one_fin_two` rewrites the identity matrix as the explicit `!![1, 0; 0, 1]`, whose entries `simp` can read off. The messages do not show whether either change would have been enough alone.

This version goes through:

```diff
@@ -64,8 +64,8 @@
     simp [toyH, toyT, Matrix.mul_apply, Fin.sum_univ_succ] at h0
   · unfold Hbar
-    rw [hexp toyT hsq, hexp (-toyT) (by rw [neg_mul_neg, hsq])]
+    rw [hexp toyT hsq, hexp (-toyT) (by rw [neg_mul_neg, hsq]), Matrix.one_fin_two]
     ext i j
     fin_cases i <;> fin_cases j <;>
-      simp [toyH, toyT, Matrix.mul_apply, Fin.sum_univ_succ] <;> norm_num
+      simp [toyH, toyT, Matrix.mul_apply, Fin.sum_univ_two] <;> norm_num
 
 end
```
